# Loss from a constant complex scattering length: the s-wave rate tends to 4πħB/μ at threshold

Two ultracold molecules that can react without a barrier approach each other slowly. Some of the incoming wave is reflected by the long-range attraction or returns from short range; the rest is lost to reaction. How fast do such pairs disappear as the collision energy goes to zero?

Let μ be the reduced mass, k > 0 the relative wave number and S the amplitude of the outgoing s-wave relative to the incoming one, with the sign chosen so that S = 1 when there is no interaction. The lost fraction of the flux is 1 − |S|². For two distinguishable molecules, multiplying the s-wave loss cross section (π/k²)(1 − |S|²) by the relative speed ħk/μ gives the rate coefficient

K = (πħ/(μk)) (1 − |S|²).

The effect of the whole interaction, long-range tail included, is summarised by one complex length, a = A − iB, taken to be independent of k. Its real part A shifts the phase of the wave. The number B ≥ 0 stands for absorption, and B = 0 means purely elastic scattering. The claims are

1 − |S|² = 4kB / ((1 + kB)² + k²A²), which lies between 0 and 1,

K ≤ 4πħB/μ for every k > 0, and K → 4πħB/μ as k → 0⁺.

## From the contact condition to the threshold rate

Outside the interaction the radial function, r times the s-wave part of the wave function, is

u(r) = e^(−ikr) − s e^(ikr),

with an unknown amplitude s. At low energy its continuation inward to the origin is nearly a straight line proportional to r − a, which gives the contact condition u(0) = −a u′(0). Here u(0) = 1 − s and u′(0) = −ik(1 + s), so

1 − s = ika(1 + s), that is, s(1 + ika) = 1 − ika.

Since ika = kB + ikA, the real part of 1 + ika is 1 + kB > 0. Division is allowed, and s = S = (1 − ika)/(1 + ika).

Write D = (1 + kB)² + k²A² for the squared modulus of the denominator. That of the numerator is (1 − kB)² + k²A². Hence

1 − |S|² = [(1 + kB)² − (1 − kB)²]/D = 4kB/D.

This is non-negative. It is at most 1 because

D − 4kB = (1 − kB)² + k²A² ≥ 0,

with equality exactly when kB = 1 and A = 0. In the rate the factor k cancels:

K = 4πħB/(μD).

As D ≥ 1 and D → 1 when k → 0⁺, both the bound and the limit follow.

In the case called universal, every pair that reaches short range reacts, and at threshold A = B = ā, where ā is the mean scattering length set by the van der Waals tail. If these values are kept at every k, then with x = kā, D = 1 + 2x + 2x², and

2(√2 − 1) − 4x/D = 2(√2 − 1)(1 − √2 x)²/D.

In this constant-a model the loss probability is therefore at most 2(√2 − 1) ≈ 0.83, reached exactly at √2 kā = 1.

## The wave, the S-matrix element and the rate in Lean

```lean
import Mathlib

open Filter Topology
open Complex (I)
open scoped Real

namespace ComplexScatteringLength

noncomputable section
```

The scattering length is built from two real numbers. The minus sign fixes the convention that absorption means B ≥ 0.

```lean
/-- The complex scattering length `a = A - iB`. -/
def scatteringLength (A B : ℝ) : ℂ := A - B * I
```

The radial function takes a real r and returns a complex number. Its formula extends smoothly to negative r, so an ordinary derivative at the origin can be used.

```lean
/-- The s-wave radial function `u(r) = exp(-ikr) - s exp(ikr)`: an incoming wave and an
outgoing wave with amplitude `s`. -/
def radialWave (k : ℝ) (s : ℂ) (r : ℝ) : ℂ :=
  Complex.exp (-(I * k * r)) - s * Complex.exp (I * k * r)
```

The next three definitions are S, the lost fraction and the rate coefficient. What is called `lossRate` is the coefficient K, a volume per time, to be multiplied by densities; it contains no symmetry factor for identical particles.

```lean
/-- The S-matrix element `S = (1 - ika)/(1 + ika)`, for `1 + ika ≠ 0`. -/
def sMatrix (k : ℝ) (a : ℂ) : ℂ := (1 - I * k * a) / (1 + I * k * a)

/-- The loss probability `1 - |S|²`, for `1 + ika ≠ 0`. -/
def lossProb (k : ℝ) (a : ℂ) : ℝ := 1 - ‖sMatrix k a‖ ^ 2

/-- The s-wave loss rate `(πħ/(μk)) (1 - |S|²)`, for nonzero `μ`, `k` and `1 + ika`. -/
def lossRate (hbar μ k : ℝ) (a : ℂ) : ℝ := π * hbar / (μ * k) * lossProb k a
```

## The boundary condition fixes S

The first theorem compares real parts: if 1 + ika were zero, then 1 + kB would be zero, contrary to k > 0 and B ≥ 0.

```lean
/-- For `k > 0` and `B ≥ 0` the denominator `1 + ika` of the S-matrix element is not zero. -/
theorem denominator_ne_zero {k B : ℝ} (A : ℝ) (hk : 0 < k) (hB : 0 ≤ B) :
    1 + I * k * scatteringLength A B ≠ 0 := by
  intro h
  have hre : (1 + I * k * scatteringLength A B).re = 1 + k * B := by
    simp [scatteringLength]
  rw [h, Complex.zero_re] at hre
  have := mul_nonneg hk.le hB
  linarith
```

The second theorem links the formula for S to the wave. For any complex `s`, the contact condition holds if and only if `s` equals `sMatrix k (scatteringLength A B)`. The proof obtains the slope −ik(1 + s) by the chain rule, substitutes u(0) = 1 − s, and clears the denominator with `eq_div_iff`. Each direction is then a rearrangement by `linear_combination`.

```lean
/-- For `k > 0` and `B ≥ 0`, the radial function obeys the contact condition
`u(0) = -a u'(0)` exactly when its outgoing amplitude is `S = (1 - ika)/(1 + ika)`. -/
theorem contact_condition_iff {k B : ℝ} (A : ℝ) (hk : 0 < k) (hB : 0 ≤ B) (s : ℂ) :
    radialWave k s 0 = -scatteringLength A B * deriv (radialWave k s) 0 ↔
      s = sMatrix k (scatteringLength A B) := by
  have h : HasDerivAt (fun r : ℝ => I * k * (r : ℂ)) (I * k) 0 := by
    simpa using (hasDerivAt_id (0 : ℝ)).ofReal_comp.const_mul (I * (k : ℂ))
  -- the slope of the radial function at the origin
  have hw : HasDerivAt (radialWave k s) (-(I * k * (1 + s))) 0 := by
    have h2 := h.fun_neg.cexp.fun_sub (h.cexp.const_mul s)
    refine HasDerivAt.congr_deriv h2 ?_
    simp only [Complex.ofReal_zero, mul_zero, neg_zero, Complex.exp_zero]
    ring
  have h0 : radialWave k s 0 = 1 - s := by simp [radialWave]
  rw [hw.deriv, h0, sMatrix, eq_div_iff (denominator_ne_zero A hk hB)]
  constructor
  · intro e
    linear_combination (-1 : ℂ) * e
  · intro e
    linear_combination (-1 : ℂ) * e
```

## The lost fraction and its bounds

For the closed form, `hnum` and `hden` write out the real and imaginary parts of numerator and denominator. `hS` turns them into the quotient of squared moduli, and the subtraction leaves 4kB in the numerator.

```lean
/-- For `k > 0` and `B ≥ 0` the loss probability is
`1 - |S|² = 4kB / ((1 + kB)² + k²A²)`. -/
theorem lossProb_eq {k B : ℝ} (A : ℝ) (hk : 0 < k) (hB : 0 ≤ B) :
    lossProb k (scatteringLength A B) =
      4 * k * B / ((1 + k * B) ^ 2 + k ^ 2 * A ^ 2) := by
  have hD : (1 + k * B) ^ 2 + k ^ 2 * A ^ 2 ≠ 0 := by positivity
  -- real and imaginary parts of numerator and denominator
  have hnum : 1 - I * k * scatteringLength A B = ⟨1 - k * B, -(k * A)⟩ := by
    apply Complex.ext <;> simp [scatteringLength]
  have hden : 1 + I * k * scatteringLength A B = ⟨1 + k * B, k * A⟩ := by
    apply Complex.ext <;> simp [scatteringLength]
  have hS : ‖sMatrix k (scatteringLength A B)‖ ^ 2 =
      ((1 - k * B) ^ 2 + k ^ 2 * A ^ 2) / ((1 + k * B) ^ 2 + k ^ 2 * A ^ 2) := by
    rw [sMatrix, norm_div, div_pow, Complex.sq_norm, Complex.sq_norm, hnum, hden,
      Complex.normSq_mk, Complex.normSq_mk]
    congr 1 <;> ring
  rw [lossProb, hS, eq_div_iff hD, sub_mul, div_mul_cancel₀ _ hD]
  ring
```

Membership in `Set.Icc (0 : ℝ) 1` means 0 ≤ 1 − |S|² ≤ 1. The upper bound is passed to `nlinarith` with the two squares from the derivation.

```lean
/-- For `k > 0` and `B ≥ 0` the loss probability lies between 0 and 1. -/
theorem lossProb_mem_Icc {k B : ℝ} (A : ℝ) (hk : 0 < k) (hB : 0 ≤ B) :
    lossProb k (scatteringLength A B) ∈ Set.Icc (0 : ℝ) 1 := by
  have hD : 0 < (1 + k * B) ^ 2 + k ^ 2 * A ^ 2 := by positivity
  rw [lossProb_eq A hk hB]
  refine ⟨by positivity, ?_⟩
  rw [div_le_one hD]
  nlinarith [sq_nonneg (1 - k * B), sq_nonneg (k * A)]
```

For certain loss, the equation 4kB = D becomes a vanishing sum of two squares, so each square is zero. Since k is positive, kA = 0 gives A = 0.

```lean
/-- For `k > 0` and `B ≥ 0`, loss is certain exactly when `A = 0` and `kB = 1`. -/
theorem lossProb_eq_one_iff {k B : ℝ} (A : ℝ) (hk : 0 < k) (hB : 0 ≤ B) :
    lossProb k (scatteringLength A B) = 1 ↔ A = 0 ∧ k * B = 1 := by
  have hD : (1 + k * B) ^ 2 + k ^ 2 * A ^ 2 ≠ 0 := by positivity
  rw [lossProb_eq A hk hB, div_eq_iff hD, one_mul]
  constructor
  · intro h
    -- certain loss means that a sum of two squares vanishes
    have h1 : (1 - k * B) ^ 2 + (k * A) ^ 2 = 0 := by linear_combination (-1 : ℝ) * h
    have h2 : (k * A) ^ 2 = 0 := by
      linarith [sq_nonneg (1 - k * B), sq_nonneg (k * A)]
    have h3 : (1 - k * B) ^ 2 = 0 := by linarith
    have h4 := (pow_eq_zero_iff two_ne_zero).mp h2
    have h5 := (pow_eq_zero_iff two_ne_zero).mp h3
    exact ⟨(mul_eq_zero.mp h4).resolve_left hk.ne', by linarith⟩
  · rintro ⟨hA, h⟩
    rw [hA]
    linear_combination (1 - k * B) * h
```

## The rate at finite k and at threshold

The finite-k rate is stated with its denominators multiplied out, as μKD = 4πħB. The proof combines the closed form of the lost fraction with the cancellation of μk.

```lean
/-- For `k > 0`, `B ≥ 0` and `μ ≠ 0`, the loss rate `K` at finite wave number satisfies
`μ K ((1 + kB)² + k²A²) = 4πħB`. -/
theorem lossRate_finite_k {μ k B : ℝ} (hbar A : ℝ) (hμ : μ ≠ 0) (hk : 0 < k) (hB : 0 ≤ B) :
    μ * lossRate hbar μ k (scatteringLength A B) * ((1 + k * B) ^ 2 + k ^ 2 * A ^ 2) =
      4 * π * hbar * B := by
  have hD : (1 + k * B) ^ 2 + k ^ 2 * A ^ 2 ≠ 0 := by positivity
  have hk' := hk.ne'
  have hP : lossProb k (scatteringLength A B) * ((1 + k * B) ^ 2 + k ^ 2 * A ^ 2) =
      4 * k * B := by
    rw [lossProb_eq A hk hB, div_mul_cancel₀ _ hD]
  have hc : π * hbar / (μ * k) * (μ * k) = π * hbar :=
    div_mul_cancel₀ _ (mul_ne_zero hμ hk')
  rw [lossRate]
  linear_combination μ * (π * hbar / (μ * k)) * hP + 4 * B * hc
```

The threshold theorem has two parts, the bound at every positive k and the limit. The filter `𝓝[>] 0` expresses k → 0 from above, so the value Lean assigns to the rate at k = 0, where its definition divides by zero, plays no role. `hK` rewrites the rate as 4πħB/μ divided by D. The bound uses D ≥ 1; the limit uses continuity of this closed form at k = 0, and is carried over to the rate because the two agree for k > 0.

```lean
/-- For positive `ħ` and `μ` and for `B ≥ 0`, the loss rate is at most `4πħB/μ` at every
`k > 0`, and it tends to this value as `k` tends to 0 from above. -/
theorem lossRate_threshold {hbar μ B : ℝ} (A : ℝ) (hh : 0 < hbar) (hμ : 0 < μ)
    (hB : 0 ≤ B) :
    (∀ k : ℝ, 0 < k →
      lossRate hbar μ k (scatteringLength A B) ≤ 4 * π * hbar * B / μ) ∧
    Tendsto (fun k : ℝ => lossRate hbar μ k (scatteringLength A B)) (𝓝[>] 0)
      (𝓝 (4 * π * hbar * B / μ)) := by
  have hK : ∀ k : ℝ, 0 < k → lossRate hbar μ k (scatteringLength A B) =
      4 * π * hbar * B / μ / ((1 + k * B) ^ 2 + k ^ 2 * A ^ 2) := by
    intro k hk
    have hD : (1 + k * B) ^ 2 + k ^ 2 * A ^ 2 ≠ 0 := by positivity
    rw [div_div, eq_div_iff (mul_ne_zero hμ.ne' hD)]
    linear_combination lossRate_finite_k hbar A hμ.ne' hk hB
  constructor
  · intro k hk
    rw [hK k hk]
    apply div_le_self (by positivity)
    nlinarith [mul_nonneg hk.le hB, sq_nonneg (k * B), sq_nonneg (k * A)]
  · -- the closed form is continuous at k = 0
    have hc : ContinuousAt (fun k : ℝ =>
        4 * π * hbar * B / μ / ((1 + k * B) ^ 2 + k ^ 2 * A ^ 2)) 0 := by
      fun_prop (disch := norm_num)
    have ht : Tendsto (fun k : ℝ =>
        4 * π * hbar * B / μ / ((1 + k * B) ^ 2 + k ^ 2 * A ^ 2)) (𝓝[>] 0)
        (𝓝 (4 * π * hbar * B / μ)) := by
      simpa using hc.tendsto.mono_left (nhdsWithin_le_nhds (s := Set.Ioi 0))
    refine ht.congr' ?_
    filter_upwards [self_mem_nhdsWithin] with k hk
    exact (hK k hk).symm
```

## Equal real and imaginary parts

Here `abar` is ā, inserted for both A and B. That equality is an input: it is not derived from a van der Waals potential with complete absorption at short range. The rate formula and its limit are special cases of the two preceding theorems.

```lean
/-- In the universal case `A = B = ā ≥ 0`, with `ħ, μ > 0`, the loss rate `K` satisfies
`μ K (1 + 2kā + 2k²ā²) = 4πħā` for `k > 0` and tends to `4πħā/μ` as `k` tends to 0 from above. -/
theorem universal_lossRate {hbar μ abar : ℝ} (hh : 0 < hbar) (hμ : 0 < μ)
    (ha : 0 ≤ abar) :
    (∀ k : ℝ, 0 < k → μ * lossRate hbar μ k (scatteringLength abar abar) *
      (1 + 2 * k * abar + 2 * k ^ 2 * abar ^ 2) = 4 * π * hbar * abar) ∧
    Tendsto (fun k : ℝ => lossRate hbar μ k (scatteringLength abar abar)) (𝓝[>] 0)
      (𝓝 (4 * π * hbar * abar / μ)) := by
  refine ⟨fun k hk => ?_, (lossRate_threshold abar hh hμ ha).2⟩
  linear_combination lossRate_finite_k hbar abar hμ.ne' hk ha
```

The last theorem gives the largest lost fraction when A = B = ā is kept at every k. Its central identity, `hid`, is the perfect square found above, multiplied by D. A value above the bound would make the left side negative while the right side is not. Equality forces 1 − √2 kā = 0, and the converse reads the same identity backwards.

```lean
/-- In the universal case `A = B = ā ≥ 0`, with `k > 0`, the loss probability is at most
`2(√2 - 1)`, with equality exactly when `√2 kā = 1`. -/
theorem universal_lossProb_le {k abar : ℝ} (hk : 0 < k) (ha : 0 ≤ abar) :
    lossProb k (scatteringLength abar abar) ≤ 2 * (√2 - 1) ∧
    (lossProb k (scatteringLength abar abar) = 2 * (√2 - 1) ↔ √2 * (k * abar) = 1) := by
  have hD : 0 < (1 + k * abar) ^ 2 + k ^ 2 * abar ^ 2 := by positivity
  have hs : √2 ^ 2 = (2 : ℝ) := Real.sq_sqrt (by norm_num)
  have hc : 0 < 2 * (√2 - 1) := by nlinarith [Real.sqrt_nonneg 2]
  have hP : lossProb k (scatteringLength abar abar) *
      ((1 + k * abar) ^ 2 + k ^ 2 * abar ^ 2) = 4 * k * abar := by
    rw [lossProb_eq abar hk ha, div_mul_cancel₀ _ hD.ne']
  -- the distance to the bound, times the denominator, is a positive multiple of a square
  have hid : (2 * (√2 - 1) - lossProb k (scatteringLength abar abar)) *
      ((1 + k * abar) ^ 2 + k ^ 2 * abar ^ 2) =
      2 * (√2 - 1) * (1 - √2 * (k * abar)) ^ 2 := by
    linear_combination (-1 : ℝ) * hP +
      (4 * (k * abar) - 2 * (√2 - 1) * (k * abar) ^ 2) * hs
  refine ⟨?_, ?_, ?_⟩
  · by_contra hlt
    have h1 := mul_pos (sub_pos.mpr (not_le.mp hlt)) hD
    have h2 := mul_nonneg hc.le (sq_nonneg (1 - √2 * (k * abar)))
    linarith
  · intro h
    rw [h, sub_self, zero_mul] at hid
    have h1 := (mul_eq_zero.mp hid.symm).resolve_left hc.ne'
    have h2 := (pow_eq_zero_iff two_ne_zero).mp h1
    linarith
  · intro h
    rw [h, sub_self, zero_pow two_ne_zero, mul_zero] at hid
    have h1 := (mul_eq_zero.mp hid).resolve_right hD.ne'
    linarith

end

end ComplexScatteringLength
```

```lean
#print axioms ComplexScatteringLength.lossProb_eq_one_iff
#print axioms ComplexScatteringLength.lossRate_threshold
#print axioms ComplexScatteringLength.universal_lossRate
#print axioms ComplexScatteringLength.universal_lossProb_le
```

```
'ComplexScatteringLength.lossProb_eq_one_iff' depends on axioms: [propext, Classical.choice, Quot.sound]
'ComplexScatteringLength.lossRate_threshold' depends on axioms: [propext, Classical.choice, Quot.sound]
'ComplexScatteringLength.universal_lossRate' depends on axioms: [propext, Classical.choice, Quot.sound]
'ComplexScatteringLength.universal_lossProb_le' depends on axioms: [propext, Classical.choice, Quot.sound]
```

## Constant a, energy-dependent a, and a rate from scattering data

The step from this model to real molecules is the assumption that one constant a describes the collision at the wave number in question. It is a low-energy approximation. The threshold value is where it is best justified, whereas the maximum at √2 kā = 1 belongs to the constant-a model. With complete absorption behind a real van der Waals tail, reflection dies out as k grows and the loss probability tends to 1.

The scattering length could also have been modelled as a function of k, defined from the S-matrix element whenever S ≠ −1 by

a(k) = (1 − S)/(ik(1 + S)).

The same algebra would then apply at each k with A(k) and B(k), and the bound would become 4πħB(k)/μ. The threshold limit would need a further hypothesis, for example that A(k) and B(k) approach finite values.

This is also how the formula enters a coupled-channel calculation. The solver returns the diagonal s-wave element S at a small k; the expression above converts it to a(k), and B = −Im a(k) gives the threshold estimate 4πħB/μ. For the threshold rate in the universal case no solver is needed once ā is known from the van der Waals coefficient and the reduced mass. At kā = 0.01, for instance, D = 1.0202, so the constant-a rate lies about 2 % below 4πħā/μ.

For ultracold reaction dynamics, the result turns a single complex length into a loss rate, within one partial wave and with that length held constant.
